# One third of the mean square radius of the hydrogen 1s orbital is one squared Bohr radius

For the hydrogen 1s orbital exp(−r)/√π, normalised and in atomic units, the lemma states that one third of the mean square radius equals 1. In mathematics, one third of the integral over r > 0 of r² times the squared orbital times the shell factor 4πr² is 1. The proof moves the factor 1/3 under the integral and sets the result against an integral already known to be 1, that of (4/3) r⁴ exp(−2r). It then compares the two integrands at each r, where the only work left is to combine the exponentials and cancel π.

As first written in Lean, the proof fails:

```lean
import Mathlib

open Matrix MeasureTheory

namespace LondonClosure

noncomputable section

/-- The hydrogen 1s orbital in atomic units, as a function of the radius. -/
def orbital1s (r : ℝ) : ℝ := Real.exp (-r) / √Real.pi

/-- One third of the mean square radius of the hydrogen 1s orbital. -/
def moment1s : ℝ :=
  1 / 3 * ∫ r in Set.Ioi (0 : ℝ), r ^ 2 * orbital1s r ^ 2 * (4 * Real.pi * r ^ 2)

/-- The radial integral of `(4/3) r⁴ exp(-2r)` over the half-line is 1. -/
theorem radial_integral :
    ∫ r in Set.Ioi (0 : ℝ), 4 / 3 * r ^ 4 * Real.exp (-2 * r) = 1 := by
  have h := Real.integral_rpow_mul_exp_neg_mul_Ioi (a := 5) (r := 2)
    (by norm_num) (by norm_num)
  have g : Real.Gamma 5 = 24 := by
    rw [show (5 : ℝ) = ((4 : ℕ) : ℝ) + 1 by norm_num, Real.Gamma_nat_eq_factorial]
    norm_num [Nat.factorial]
  have w : ((1 : ℝ) / 2) ^ (5 : ℝ) = 1 / 32 := by
    rw [show (5 : ℝ) = ((5 : ℕ) : ℝ) by norm_num, Real.rpow_natCast]
    norm_num
  have e : ∀ r : ℝ, 4 / 3 * r ^ 4 * Real.exp (-2 * r)
      = 4 / 3 * (r ^ ((5 : ℝ) - 1) * Real.exp (-(2 * r))) := by
    intro r
    rw [show (5 : ℝ) - 1 = ((4 : ℕ) : ℝ) by norm_num, Real.rpow_natCast, neg_mul, mul_assoc]
  simp_rw [e]
  rw [integral_const_mul, h, g, w]
  norm_num

/-- One third of the mean square radius of the hydrogen 1s orbital is 1 in atomic units. -/
theorem moment1s_eq_one : moment1s = 1 := by
  rw [moment1s, ← integral_const_mul, ← radial_integral]
  congr 1
  funext r
  have hexp : Real.exp (-2 * r) = Real.exp (-r) ^ 2 := by
    rw [sq, ← Real.exp_add]
    congr 1
    ring
  rw [orbital1s, div_pow, Real.sq_sqrt Real.pi_pos.le, hexp]
  linear_combination (4 / 3 * r ^ 4 * Real.exp (-r) ^ 2) * mul_inv_cancel₀ Real.pi_ne_zero

end

end LondonClosure
```

Lean reports:

```
Main.lean:45:2: error: ring failed, ring expressions not equal
r : ℝ
hexp : Real.exp (-2 * r) = Real.exp (-r) ^ 2
⊢ (∫ (r : ℝ) in Set.Ioi 0, 4 / 3 * r ^ 4 * Real.exp (-2 * r)) * r ^ 4 * Real.exp (-r) ^ 2 * Real.pi * Real.pi⁻¹ *
        (4 / 3) +
      r ^ 4 * Real.exp (-r) ^ 2 * Real.pi * Real.pi⁻¹ * (-4 / 3) =
    0
```

The change, after which it compiles:

```diff
@@ -35,5 +35,6 @@
 /-- One third of the mean square radius of the hydrogen 1s orbital is 1 in atomic units. -/
 theorem moment1s_eq_one : moment1s = 1 := by
-  rw [moment1s, ← integral_const_mul, ← radial_integral]
+  rw [moment1s, ← integral_const_mul]
+  refine Eq.trans ?_ radial_integral
   congr 1
   funext r
```

Diagnosis. The error is reported at `linear_combination`, but the fault lies in the first `rw`. Read backwards, `radial_integral` turns `1` into the integral, and `rw` replaces every instance of the real number `1` in the goal. The right-hand side was meant to change, but the `1` in the factor `1 / 3` on the left changed too. The message shows the result: the whole integral stands as a factor in the first term. Were it replaced by 1, the two terms would cancel, but `ring`, which does the final check, treats the integral as an unknown quantity and does not use `radial_integral`.

The repair drops that rewrite and uses `refine Eq.trans ?_ radial_integral` instead. This leaves the goal that the left-hand side equals the known integral, and `radial_integral` supplies the last step to 1. The factor `1 / 3` is untouched, so the integrands now differ only by the cancellation of π, which the unchanged `linear_combination` provides.
